# The error of commutator-evaluated perturber energies comes from the residual of the reference state

## States, operators and the two energies

Let $V$ be a complex inner product space, with the inner product $\langle x,y\rangle$ linear in its second argument. Let $v\in V$ be the reference state, $H$ and $A$ bounded linear operators on $V$, and $E$ a real number. In finite dimension every linear operator is bounded. In Lean an operator has the type `V →L[ℂ] V`, the product `H * A` is composition, and `‖A‖` is the operator norm, the smallest $c\ge0$ with $\|Ax\|\le c\,\|x\|$ for all $x$.

```lean
import Mathlib

open scoped InnerProductSpace ComplexConjugate

namespace NEVPT2CommutatorResidual

noncomputable section

variable {V : Type*} [NormedAddCommGroup V] [InnerProductSpace ℂ V]
```

The residual $r=Hv-Ev$ measures how far $v$ is from being an eigenstate with energy $E$.

```lean
/-- The residual `H v - E v` of an approximate eigenstate `v` with energy `E`. -/
def residual (H : V →L[ℂ] V) (E : ℝ) (v : V) : V := H v - (E : ℂ) • v
```

The mean energy of a unit vector is defined as the real part of $\langle v,Hv\rangle$, so that it is a real number for any $H$.

```lean
/-- The mean energy of a unit vector `v`: the real part of `⟨v, H v⟩`. -/
def meanEnergy (H : V →L[ℂ] V) (v : V) : ℝ := (⟪v, H v⟫_ℂ).re
```

In strongly contracted second-order n-electron valence perturbation theory (NEVPT2), $H$ stands for Dyall's Hamiltonian and $A$ for an excitation operator that turns the reference into a perturber function $Av$. The energy of that function, measured from $E$ and left unnormalised, is $\langle Av,HAv\rangle-E\|Av\|^2$. The commutator route replaces it by $\langle Av,[H,A]v\rangle$. The difference of the two is

$$\Delta=\langle Av,HAv\rangle-E\|Av\|^2-\langle Av,[H,A]v\rangle .$$

```lean
/-- The unnormalised energy of the perturber `A v`, measured from `E`, minus its
evaluation through the commutator `[H, A]`. -/
def commutatorError (H A : V →L[ℂ] V) (E : ℝ) (v : V) : ℂ :=
  ⟪A v, H (A v)⟫_ℂ - (E : ℂ) * (‖A v‖ : ℂ) ^ 2 - ⟪A v, (H * A - A * H) v⟫_ℂ
```

Dividing by $\|Av\|^2$ gives energies of the normalised perturber: the direct one, $\langle Av,HAv\rangle/\|Av\|^2$, and the commutator one, $E+\langle Av,[H,A]v\rangle/\|Av\|^2$.

```lean
/-- The energy of the normalised perturber function `A v`, for `A v ≠ 0`. -/
def perturberEnergy (H A : V →L[ℂ] V) (v : V) : ℂ :=
  ⟪A v, H (A v)⟫_ℂ / (‖A v‖ : ℂ) ^ 2

/-- The perturber energy as evaluated from the reference energy `E` and the
commutator `[H, A]`, for `A v ≠ 0`. -/
def commutatorEnergy (H A : V →L[ℂ] V) (E : ℝ) (v : V) : ℂ :=
  (E : ℂ) + ⟪A v, (H * A - A * H) v⟫_ℂ / (‖A v‖ : ℂ) ^ 2
```

Both are complex numbers in the file. For Hermitian $H$ the first is real, while the second can acquire an imaginary part when $r\neq0$; the bounds below cover that part too.

The last definition is the rank-one operator $|y\rangle\langle x|$, which sends $z$ to $\langle x,z\rangle y$.

```lean
/-- The rank-one operator `|y⟩⟨x|`. -/
def ketBra (y x : V) : V →L[ℂ] V := (innerSL ℂ x).smulRight y
```

Active spaces, second quantisation and the explicit form of Dyall's Hamiltonian do not enter. Nor do unbounded Hamiltonians on infinite-dimensional spaces. The small examples given below for missing hypotheses are worked by hand and have no theorem in the file.

## No condition on the state: the residual identity

The identity $\Delta=\langle Av,Ar\rangle$ needs neither a normalised $v$ nor a Hermitian $H$. Since $[H,A]v=HAv-AHv$ and $\|Av\|^2=\langle Av,Av\rangle$,

$$\Delta=\langle Av,HAv\rangle-E\langle Av,Av\rangle-\langle Av,HAv\rangle+\langle Av,AHv\rangle=\langle Av,A(Hv-Ev)\rangle .$$

The proof does the same: `h` expands the commutator, `hn` identifies the inner product $\langle Av,Av\rangle$ with the squared norm, `simp only` distributes by linearity, and `ring` cancels the two copies of $\langle Av,HAv\rangle$.

```lean
/-- The error of the commutator evaluation is the matrix element `⟨A v, A r⟩`,
where `r` is the residual of the reference state. -/
theorem commutatorError_eq (H A : V →L[ℂ] V) (E : ℝ) (v : V) :
    commutatorError H A E v = ⟪A v, A (residual H E v)⟫_ℂ := by
  have h : (H * A - A * H) v = H (A v) - A (H v) := rfl
  have hn : ⟪A v, A v⟫_ℂ = (‖A v‖ : ℂ) ^ 2 := inner_self_eq_norm_sq_to_K _
  unfold commutatorError residual
  rw [h]
  simp only [map_sub, map_smul, inner_sub_right, inner_smul_right]
  rw [hn]
  ring
```

## Normalisation of the reference, $\|v\|=1$

This is the usual convention for a wavefunction. It enters the bound on $\Delta$ at one point, the last equality of

$$|\langle Av,Ar\rangle|\le\|Av\|\,\|Ar\|\le\|A\|\|v\|\cdot\|A\|\|r\|=\|A\|^2\|r\| .$$

The `calc` block has these three steps: Cauchy–Schwarz, the operator norm applied twice through `le_opNorm`, and the substitution of `hv`.

```lean
/-- For a unit vector `v`, the error of the commutator evaluation is at most
`‖A‖² ‖r‖`, where `r` is the residual. -/
theorem norm_commutatorError_le (H A : V →L[ℂ] V) (E : ℝ) {v : V} (hv : ‖v‖ = 1) :
    ‖commutatorError H A E v‖ ≤ ‖A‖ ^ 2 * ‖residual H E v‖ := by
  rw [commutatorError_eq]
  calc ‖⟪A v, A (residual H E v)⟫_ℂ‖
      ≤ ‖A v‖ * ‖A (residual H E v)‖ := norm_inner_le_norm _ _
    _ ≤ (‖A‖ * ‖v‖) * (‖A‖ * ‖residual H E v‖) :=
        mul_le_mul (A.le_opNorm _) (A.le_opNorm _) (norm_nonneg _) (by positivity)
    _ = ‖A‖ ^ 2 * ‖residual H E v‖ := by rw [hv]; ring
```

Without normalisation the right-hand side carries an extra factor $\|v\|$. For example, $H=0$, $E=-1$, $A=1$ and $\|v\|=2$ give $r=v$ and $\Delta=4$, whereas $\|A\|^2\|r\|=2$.

## A nonvanishing perturber, $Av\neq0$

Physically, the excitation must not annihilate the reference; otherwise there is no perturber function to assign an energy to. By hand, the condition permits division by $\|Av\|^2$:

$$\left|\frac{\Delta}{\|Av\|^2}\right|\le\frac{\|Av\|\,\|A\|\,\|r\|}{\|Av\|^2}=\frac{\|A\|\,\|r\|}{\|Av\|} .$$

Here $v$ need not be normalised, because $\|Av\|$ is kept and not estimated. In the proof, `e` shows that the difference of the two energies is $\Delta/\|Av\|^2$, and `hb` is the estimate of the numerator.

```lean
/-- For a nonvanishing perturber function `A v`, the commutator evaluation gives its
energy to within `‖A‖ ‖r‖ / ‖A v‖`, where `r` is the residual. -/
theorem perturberEnergy_error (H A : V →L[ℂ] V) (E : ℝ) {v : V} (h : A v ≠ 0) :
    ‖perturberEnergy H A v - commutatorEnergy H A E v‖
      ≤ ‖A‖ * ‖residual H E v‖ / ‖A v‖ := by
  have hp : 0 < ‖A v‖ := norm_pos_iff.mpr h
  have hn : (‖A v‖ : ℂ) ≠ 0 := Complex.ofReal_ne_zero.mpr hp.ne'
  have e : perturberEnergy H A v - commutatorEnergy H A E v
      = commutatorError H A E v / (‖A v‖ : ℂ) ^ 2 := by
    unfold perturberEnergy commutatorEnergy commutatorError
    rw [sub_div, sub_div, mul_div_cancel_right₀ _ (pow_ne_zero 2 hn)]
    ring
  rw [e, commutatorError_eq, norm_div, norm_pow, Complex.norm_real, norm_norm,
    div_le_div_iff₀ (pow_pos hp 2) hp]
  have hb : ‖⟪A v, A (residual H E v)⟫_ℂ‖ ≤ ‖A v‖ * (‖A‖ * ‖residual H E v‖) :=
    (norm_inner_le_norm _ _).trans
      (mul_le_mul_of_nonneg_left (A.le_opNorm _) (norm_nonneg _))
  calc _ ≤ ‖A v‖ * (‖A‖ * ‖residual H E v‖) * ‖A v‖ :=
        mul_le_mul_of_nonneg_right hb hp.le
    _ = _ := by ring
```

For fixed $\|A\|$ and $\|r\|$ the bound grows as $\|Av\|$ shrinks, so when $\|Av\|$ is small compared with $\|A\|$ it guarantees little unless the residual is small as well. Merely rescaling $A$ leaves the bound unchanged. At $Av=0$ the statement would fail for $E\ne0$: Lean sets division by zero to zero, so the two defined energies would differ by $E$ while the bound would be zero.

## An exact reference, $Hv=Ev$

A CASCI state obtained by full diagonalisation in the active space is an eigenstate of Dyall's Hamiltonian, with the constant in that Hamiltonian chosen to match the energy. It is in general not an eigenstate of the full molecular Hamiltonian. If $Hv=Ev$, then $r=0$ and $\Delta=0$ for every $A$.

The converse holds too, and two operators suffice to show it. Taking $A=1$ gives $\langle v,r\rangle=0$. Now take $A=|v\rangle\langle\,\|r\|v+r\,|$. With $\|v\|=1$ and $r$ orthogonal to $v$,

$$Av=\|r\|\,v,\qquad Ar=\|r\|^2\,v,\qquad \langle Av,Ar\rangle=\|r\|^3 .$$

```lean
/-- For a unit vector `v` orthogonal to `r`, the operator `A = |v⟩⟨‖r‖ v + r|` has
`⟨A v, A r⟩ = ‖r‖³`. -/
theorem inner_ketBra {v r : V} (hv : ‖v‖ = 1) (hr : ⟪v, r⟫_ℂ = 0) :
    ⟪ketBra v ((‖r‖ : ℂ) • v + r) v, ketBra v ((‖r‖ : ℂ) • v + r) r⟫_ℂ
      = (‖r‖ : ℂ) ^ 3 := by
  have ha : ∀ x z : V, ketBra v x z = ⟪x, z⟫_ℂ • v := fun _ _ => rfl
  have hr' : ⟪r, v⟫_ℂ = 0 := inner_eq_zero_symm.mp hr
  have hvv : ⟪v, v⟫_ℂ = 1 := by rw [inner_self_eq_norm_sq_to_K, hv]; simp
  have hrr : ⟪r, r⟫_ℂ = (‖r‖ : ℂ) ^ 2 := inner_self_eq_norm_sq_to_K _
  simp only [ha, inner_add_left, inner_smul_left, inner_smul_right, hr, hr', hvv, hrr,
    Complex.conj_ofReal, mul_zero, mul_one, add_zero, zero_add]
  ring
```

If $\Delta$ vanishes for this operator as well, then $\|r\|^3=0$ and $Hv=Ev$. In the proof, `h1` is the test with the identity, `h2` the test with the rank-one operator, and `h3` the conclusion that the residual has zero length.

```lean
/-- For a unit vector `v`, the commutator evaluation is exact for every operator `A`
if and only if `v` is an eigenstate of `H` with energy `E`. -/
theorem commutator_exact_iff (H : V →L[ℂ] V) (E : ℝ) {v : V} (hv : ‖v‖ = 1) :
    (∀ A : V →L[ℂ] V, commutatorError H A E v = 0) ↔ H v = (E : ℂ) • v := by
  constructor
  · intro h
    -- the identity operator shows that the residual is orthogonal to the state
    have h1 : ⟪v, residual H E v⟫_ℂ = 0 :=
      (commutatorError_eq H 1 E v).symm.trans (h 1)
    -- a rank-one operator then detects its length
    have h2 := (inner_ketBra hv h1).symm.trans
      ((commutatorError_eq H _ E v).symm.trans (h _))
    have h3 : ‖residual H E v‖ = 0 :=
      Complex.ofReal_eq_zero.mp ((pow_eq_zero_iff three_ne_zero).mp h2)
    exact sub_eq_zero.mp (norm_eq_zero.mp h3)
  · intro hE A
    rw [commutatorError_eq, residual, hE, sub_self, map_zero, inner_zero_right]
```

The equivalence concerns all operators at once. The two test operators are not excitation operators of NEVPT2, whose perturber functions are orthogonal to the reference, so the theorem does not say that exactness for those excitation operators alone makes $v$ an eigenstate. With an approximate reference, $\Delta$ can still vanish for a particular $A$, namely whenever $Ar$ is orthogonal to $Av$. In an approximate active-space calculation, such as a truncated selected CI, the theorems bound the error of the commutator evaluation by the residual with respect to the same $H$, within a model where $H$ and $A$ are bounded; they do not bound the error of the total NEVPT2 energy.

## Hermitian $H$ with $E$ equal to the mean energy

Hermiticity expresses that $H$ is an observable, and the mean energy is what a variational calculation reports for its state. Lean takes Hermiticity as the hypothesis `hH`, that is $\langle Hx,y\rangle=\langle x,Hy\rangle$ for all $x,y$. The two conditions together serve one purpose. Hermiticity makes $\langle v,Hv\rangle$ real, so the mean energy equals it in full, and for unit $v$

$$\langle v,r\rangle=\langle v,Hv\rangle-E\langle v,v\rangle=0 .$$

```lean
/-- For Hermitian `H` and a unit vector `v`, the residual taken with the mean energy
is orthogonal to `v`. -/
theorem inner_residual {H : V →L[ℂ] V} (hH : ∀ x y, ⟪H x, y⟫_ℂ = ⟪x, H y⟫_ℂ)
    {v : V} (hv : ‖v‖ = 1) : ⟪v, residual H (meanEnergy H v) v⟫_ℂ = 0 := by
  have hreal : (((⟪v, H v⟫_ℂ).re : ℝ) : ℂ) = ⟪v, H v⟫_ℂ :=
    Complex.conj_eq_iff_re.mp ((inner_conj_symm _ _).trans (hH v v))
  have hvv : ⟪v, v⟫_ℂ = 1 := by rw [inner_self_eq_norm_sq_to_K, hv]; simp
  unfold residual meanEnergy
  rw [inner_sub_right, inner_smul_right, hreal, hvv, mul_one, sub_self]
```

Orthogonality halves the bound. Let $y$ be orthogonal to $v$ and put $x=\|y\|v$, so that $x$ and $y$ are orthogonal and of equal length. Then

$$4\,\mathrm{Re}\langle Ax,Ay\rangle=\|A(x+y)\|^2-\|A(x-y)\|^2\le\|A\|^2\|x+y\|^2=2\|A\|^2\|y\|^2 ,$$

which is $2\|y\|\,\mathrm{Re}\langle Av,Ay\rangle\le\|A\|^2\|y\|^2$.

Write $z=\langle Av,Ar\rangle$. If $z=0$ there is nothing to show. Otherwise $r\neq0$, and the choice $y=\bar z\,r$ makes the matrix element real: $\langle Av,Ay\rangle=|z|^2$ and $\|y\|=|z|\|r\|$. The inequality becomes

$$2|z|^3\|r\|\le\|A\|^2|z|^2\|r\|^2,\qquad\text{hence}\qquad |z|\le\tfrac12\|A\|^2\|r\| .$$

In the proof, `key` is the inequality for general $y$. Its ingredients are the expansions `h1`, `h2` and `h3` of squared norms and the operator-norm estimate `h5`; `nlinarith` combines them with $\|Ax-Ay\|^2\ge0$. The line beginning `have k` inserts $y=\bar z\,r$, and `hf` is the result after division by $|z|^2\|r\|$.

```lean
/-- For Hermitian `H`, a unit vector `v` and its mean energy, the error of the
commutator evaluation is at most `‖A‖² ‖r‖ / 2`, where `r` is the residual. -/
theorem norm_commutatorError_le_half {H : V →L[ℂ] V}
    (hH : ∀ x y, ⟪H x, y⟫_ℂ = ⟪x, H y⟫_ℂ) (A : V →L[ℂ] V) {v : V} (hv : ‖v‖ = 1) :
    ‖commutatorError H A (meanEnergy H v) v‖
      ≤ ‖A‖ ^ 2 / 2 * ‖residual H (meanEnergy H v) v‖ := by
  rw [commutatorError_eq]
  have ho := inner_residual hH hv
  generalize residual H (meanEnergy H v) v = r at ho ⊢
  -- compare the images of x + y and x - y for orthogonal x, y of equal length
  have key : ∀ y : V, ⟪v, y⟫_ℂ = 0 →
      2 * ‖y‖ * (⟪A v, A y⟫_ℂ).re ≤ ‖A‖ ^ 2 * ‖y‖ ^ 2 := by
    intro y hy
    obtain ⟨x, hx⟩ : ∃ x : V, x = (‖y‖ : ℂ) • v := ⟨_, rfl⟩
    have hxn : ‖x‖ = ‖y‖ := by simp [hx, norm_smul, hv]
    have hxy : ⟪x, y⟫_ℂ = 0 := by rw [hx, inner_smul_left, hy, mul_zero]
    have hA : (⟪A x, A y⟫_ℂ).re = ‖y‖ * (⟪A v, A y⟫_ℂ).re := by
      rw [hx, map_smul, inner_smul_left, Complex.conj_ofReal, Complex.re_ofReal_mul]
    have h1 := norm_add_sq (𝕜 := ℂ) (A x) (A y)
    have h2 := norm_sub_sq (𝕜 := ℂ) (A x) (A y)
    have h3 := norm_add_sq (𝕜 := ℂ) x y
    simp only [RCLike.re_to_complex] at h1 h2 h3
    have h5 := pow_le_pow_left₀ (norm_nonneg _) (A.le_opNorm (x + y)) 2
    rw [map_add, mul_pow, h1, h3, hxy, Complex.zero_re, hxn, hA] at h5
    rw [hA] at h2
    nlinarith [sq_nonneg ‖A x - A y‖]
  obtain ⟨z, hz⟩ : ∃ z : ℂ, z = ⟪A v, A r⟫_ℂ := ⟨_, rfl⟩
  rw [← hz]
  by_cases h0 : z = 0
  · rw [h0, norm_zero]
    positivity
  have hr : r ≠ 0 := by
    intro h
    exact h0 (by rw [hz, h, map_zero, inner_zero_right])
  -- rotate the phase of r so that the matrix element becomes real
  have k := key (conj z • r) (by rw [inner_smul_right, ho, mul_zero])
  have e : (⟪A v, A (conj z • r)⟫_ℂ).re = ‖z‖ ^ 2 := by
    rw [map_smul, inner_smul_right, ← hz, mul_comm, Complex.mul_conj,
      Complex.ofReal_re, Complex.normSq_eq_norm_sq]
  rw [e, norm_smul, RCLike.norm_conj] at k
  have hp : 0 < ‖z‖ ^ 2 * ‖r‖ :=
    mul_pos (pow_pos (norm_pos_iff.mpr h0) 2) (norm_pos_iff.mpr hr)
  have hf : 2 * ‖z‖ ≤ ‖A‖ ^ 2 * ‖r‖ :=
    le_of_mul_le_mul_left (by nlinarith [k]) hp
  linarith
```

Each condition matters for the factor one half. If $H$ is $i$ times the identity, which is not Hermitian, the mean energy is $0$, $r=iv$, and $A=1$ gives $|\Delta|=1=\|A\|^2\|r\|$. If $H$ is Hermitian but $E$ is not the mean energy, an eigenstate with eigenvalue $\lambda\neq E$ and $A=1$ gives $|\Delta|=|\lambda-E|=\|A\|^2\|r\|$. In both cases $r$ is parallel to $v$, and only the bound without the half survives.

Under both conditions, and whenever $r\neq0$, the constant one half is the best possible in a bound for all $A$. The operator $A=|v\rangle\langle\,\|r\|v+r\,|$ has $|\Delta|=\|r\|^3$, and since $v$ is a unit vector orthogonal to $r$,

$$\|A\|^2=\big\|\,\|r\|v+r\,\big\|^2=2\|r\|^2,\qquad \tfrac12\|A\|^2\|r\|=\|r\|^3 .$$

The proof computes the operator norm in `hN` and the squared length in `hs`, then inserts the matrix element from `inner_ketBra`. If $r=0$, the operator is zero and the equality reads $0=0$.

```lean
/-- For Hermitian `H`, a unit vector `v` and its mean energy, the operator
`A = |v⟩⟨‖r‖ v + r|` built from the residual `r` has an error of exactly `‖A‖² ‖r‖ / 2`. -/
theorem half_bound_attained {H : V →L[ℂ] V} (hH : ∀ x y, ⟪H x, y⟫_ℂ = ⟪x, H y⟫_ℂ)
    {v r : V} (hv : ‖v‖ = 1) (hr : r = residual H (meanEnergy H v) v) :
    ‖commutatorError H (ketBra v ((‖r‖ : ℂ) • v + r)) (meanEnergy H v) v‖
      = ‖ketBra v ((‖r‖ : ℂ) • v + r)‖ ^ 2 / 2 * ‖r‖ := by
  have ho : ⟪v, r⟫_ℂ = 0 := by rw [hr]; exact inner_residual hH hv
  have hN : ‖ketBra v ((‖r‖ : ℂ) • v + r)‖ = ‖(‖r‖ : ℂ) • v + r‖ := by
    rw [ketBra, ContinuousLinearMap.norm_smulRight_apply, innerSL_apply_norm, hv, mul_one]
  have hs := norm_add_sq (𝕜 := ℂ) ((‖r‖ : ℂ) • v) r
  rw [inner_smul_left, ho, mul_zero, map_zero, norm_smul, Complex.norm_real,
    norm_norm, hv] at hs
  rw [commutatorError_eq, ← hr, inner_ketBra hv ho, hN, hs, norm_pow,
    Complex.norm_real, norm_norm]
  ring

end

end NEVPT2CommutatorResidual
```

```lean
#print axioms NEVPT2CommutatorResidual.perturberEnergy_error
#print axioms NEVPT2CommutatorResidual.commutator_exact_iff
#print axioms NEVPT2CommutatorResidual.norm_commutatorError_le_half
#print axioms NEVPT2CommutatorResidual.half_bound_attained
```

```
'NEVPT2CommutatorResidual.perturberEnergy_error' depends on axioms: [propext, Classical.choice, Quot.sound]
'NEVPT2CommutatorResidual.commutator_exact_iff' depends on axioms: [propext, Classical.choice, Quot.sound]
'NEVPT2CommutatorResidual.norm_commutatorError_le_half' depends on axioms: [propext, Classical.choice, Quot.sound]
'NEVPT2CommutatorResidual.half_bound_attained' depends on axioms: [propext, Classical.choice, Quot.sound]
```

## Matrices with the Frobenius norm as another model

The same content could be stated for $n\times n$ complex matrices acting on $\mathbb{C}^n$, with $\|A\|$ read as the Frobenius norm, which is easily computed from the matrix elements. The identity would be unchanged. The bounds would remain true, because the Frobenius norm is never smaller than the operator norm, but they would usually be weaker: the identity matrix has operator norm $1$ and Frobenius norm $\sqrt n$. The case of equality would survive, since the two norms agree on rank-one operators. Infinite-dimensional spaces with bounded operators, which the present statements include, would be lost.
